# Heteroatom parity: in an alternant Hückel model with exactly the levels below α filled and none at α, reversing the Coulomb shifts gives complementary charges and equal bond orders between bonded atoms

Which levels are occupied must be fixed before two molecules can be compared. Here the filling follows the sign of the eigenvalue and not a prescribed electron number. A Hückel level has energy E = α + εβ₀, with α the carbon Coulomb integral, β₀ < 0 the resonance integral and ε an eigenvalue of a dimensionless matrix, so ε > 0 means an energy below α. Each level with ε > 0 receives two electrons and every other level none.

The matrix is A + D on N atoms, where A holds the couplings and D = diag(d) the Coulomb shifts, with d_r > 0 for an atom more electronegative than carbon. Let P and Q be the charge and bond-order matrices of A + D and A − D. For real symmetric bipartite A and invertible A + D, the matrix A − D is invertible and

P_rr + Q_rr = 2,  P_rs = Q_rs (opposite colours),  Q_rs = −P_rs (r ≠ s, equal colours).

In this non-interacting model with orthogonal atomic orbitals and unchanged couplings, reversing all shifts reverses each deviation of the π population from 1 and preserves the bond orders between atoms of opposite colour, which include all bonded pairs. With p positive levels in A + D, P holds 2p electrons and Q holds 2(N − p); both hold N only if p = N/2.

## Atoms, orbitals and occupations

Atoms are the elements of a finite type `n`.

```lean
import Mathlib

open Matrix

namespace HeteroatomParity

noncomputable section

variable {n : Type*} [Fintype n] [DecidableEq n]
```

A colouring `c : n → Bool` separates starred from unstarred atoms. `IsBipartite c A` says A_rs = 0 for equal colours, including r = s. The sign σ_r is `sgn c r`, equal to +1 for `true` and −1 for `false`, and S = diag(σ) is `parity c`.

```lean
/-- `A` has no matrix element between atoms of the same colour (nor on the diagonal). -/
def IsBipartite (c : n → Bool) (A : Matrix n n ℝ) : Prop :=
  ∀ r s, c r = c s → A r s = 0

/-- The sign of an atom: `+1` on one colour class, `-1` on the other. -/
def sgn (c : n → Bool) (r : n) : ℝ := if c r then 1 else -1

/-- The parity operator `S`, the diagonal matrix of the atom signs. -/
def parity (c : n → Bool) : Matrix n n ℝ := diagonal (sgn c)
```

An orbital basis of a matrix H is a pair (C, ε) with CᵀC = 1 and HC = C diag(ε); column k of C is the normalised orbital of level ε_k. For an occupation function f, `fill` is C diag(f(ε)) Cᵀ, with entries Σ_k f(ε_k) C_rk C_sk, and `density` evaluates it on Mathlib's eigenvectors of H.

```lean
/-- The columns of `C` are orthonormal eigenvectors of `H` with eigenvalues `ε`. -/
structure IsOrbitalBasis (H C : Matrix n n ℝ) (ε : n → ℝ) : Prop where
  orth : Cᵀ * C = 1
  eig : H * C = C * diagonal ε

/-- The matrix `∑ₖ f(εₖ) C_rk C_sk`: orbital `k` holds `f (ε k)` electrons. -/
def fill (f : ℝ → ℝ) (C : Matrix n n ℝ) (ε : n → ℝ) : Matrix n n ℝ :=
  C * diagonal (fun k => f (ε k)) * Cᵀ

/-- The charge and bond-order matrix of a real symmetric `H` for the occupation function `f`. -/
def density (f : ℝ → ℝ) {H : Matrix n n ℝ} (hH : H.IsHermitian) : Matrix n n ℝ :=
  fill f (hH.eigenvectorUnitary : Matrix n n ℝ) hH.eigenvalues
```

With `aufbau`, `density` is twice the projector onto the positive levels. `fermi β` is the Fermi–Dirac occupation for two spin states with chemical potential α, where Lean's β stands for |β₀|/kT at thermal energy kT.

```lean
/-- Two electrons in each level with positive eigenvalue and none in the others, so that
`density aufbau` is twice the positive spectral projector. -/
def aufbau (x : ℝ) : ℝ := if 0 < x then 2 else 0

/-- The Fermi-Dirac occupation `2 / (1 + exp (-β x))` of a level with eigenvalue `x`. -/
def fermi (β x : ℝ) : ℝ := 2 / (1 + Real.exp (-(β * x)))
```

## Bipartite couplings and diagonal shifts

In this model A joins only starred to unstarred atoms (no odd rings), and the two molecules differ only in their on-site energies. In ordinary Hückel practice a heteroatom also alters the couplings of its bonds; such changes are covered only if they are the same in both molecules, so that both share one A. For any matrix M, (SMS)_rs = σ_r σ_s M_rs, and σ_r σ_s is +1 for equal and −1 for opposite colours. Nonzero entries of A have opposite colours, so SAS = −A. Nonzero entries of D have r = s, so SDS = D. Hence

S² = 1,  A − D = −S(A + D)S.

`sgn_mul` checks the product over the four colour pairs.

```lean
omit [Fintype n] [DecidableEq n] in
/-- The product of two atom signs is `1` for equal colours and `-1` for opposite colours. -/
theorem sgn_mul (c : n → Bool) (r s : n) :
    sgn c r * sgn c s = if c r = c s then 1 else -1 := by
  unfold sgn
  cases c r <;> cases c s <;> simp
```

`parity_conj` compares entries. For equal colours `hc r s h` removes A_rs, the only place where bipartiteness is unfolded and used; for opposite colours r ≠ s, and `diagonal_apply_ne` removes D_rs. `linear_combination` closes each case with the sign product.

```lean
/-- For bipartite `A` and diagonal `D`, `A - D = -S (A + D) S`. -/
theorem parity_conj {c : n → Bool} {A : Matrix n n ℝ} (hc : IsBipartite c A) (d : n → ℝ) :
    A - diagonal d = -(parity c * (A + diagonal d) * parity c) := by
  ext r s
  simp only [parity, mul_diagonal, diagonal_mul, Matrix.neg_apply, Matrix.sub_apply,
    Matrix.add_apply]
  have hm := sgn_mul c r s
  by_cases h : c r = c s
  · rw [if_pos h] at hm
    rw [hc r s h]
    linear_combination (diagonal d r s) * hm
  · rw [if_neg h] at hm
    have hne : r ≠ s := fun e => h (by rw [e])
    rw [diagonal_apply_ne d hne]
    linear_combination (A r s) * hm
```

The counterexamples and numerical values in this note are ordinary arithmetic and not among the theorems. For a three-membered ring with unit couplings and D = 0, the levels are 2, −1, −1, so P_rr = Q_rr = 2/3 and the sum is 4/3. For two atoms of opposite colour with A_01 = A_10 = 1 and a non-diagonal D = 2A, one gets A + D = 3A and A − D = −A, so P_01 = 1 and Q_01 = −1.

## Real symmetric A

Symmetry makes the energies real and supplies a complete orthonormal set of real orbitals. Over ℝ, `A.IsHermitian` means Aᵀ = A; complex couplings, as in a magnetic field, are not covered.

Orbitals are not unique (signs, order, mixing within degenerate levels), but the filled matrix is. Let (U, a) and (V, b) be orbital bases of H. Square matrices with UᵀU = VᵀV = 1 also satisfy UUᵀ = VVᵀ = 1. Multiplying HV = V diag(b) by Vᵀ on both sides gives VᵀH = diag(b) Vᵀ. For the overlap W = VᵀU,

W diag(a) = VᵀHU = diag(b) W,  that is  W_ij a_j = b_i W_ij.

So W_ij = 0 or a_j = b_i, and in both cases W_ij f(a_j) = f(b_i) W_ij. Therefore

U diag(f(a)) Uᵀ = V W diag(f(a)) Uᵀ = V diag(f(b)) VᵀUUᵀ = V diag(f(b)) Vᵀ.

In `fill_unique` these steps are `hUU` and `hVV` (where finite dimension enters), `h1`, `hW`, `hW'` and the final `calc`.

```lean
/-- Any two orbital bases of the same `H` give the same filled matrix. -/
theorem fill_unique (f : ℝ → ℝ) {H U V : Matrix n n ℝ} {a b : n → ℝ}
    (hU : IsOrbitalBasis H U a) (hV : IsOrbitalBasis H V b) : fill f U a = fill f V b := by
  have hUU : U * Uᵀ = 1 := mul_eq_one_comm.mp hU.orth
  have hVV : V * Vᵀ = 1 := mul_eq_one_comm.mp hV.orth
  have h1 : Vᵀ * H = diagonal b * Vᵀ := by
    calc Vᵀ * H = Vᵀ * (H * V) * Vᵀ := by
          simp only [Matrix.mul_assoc, hVV, Matrix.mul_one]
      _ = diagonal b * Vᵀ := by
          rw [hV.eig, ← Matrix.mul_assoc Vᵀ V, hV.orth, Matrix.one_mul]
  -- the overlap matrix connects only levels of equal energy
  have hW : Vᵀ * U * diagonal a = diagonal b * (Vᵀ * U) := by
    rw [Matrix.mul_assoc Vᵀ U, ← hU.eig, ← Matrix.mul_assoc Vᵀ H U, h1, Matrix.mul_assoc]
  have hW' : Vᵀ * U * diagonal (fun k => f (a k)) =
      diagonal (fun k => f (b k)) * (Vᵀ * U) := by
    ext i j
    have h := congrFun (congrFun hW i) j
    simp only [mul_diagonal, diagonal_mul] at h ⊢
    by_cases h0 : (Vᵀ * U) i j = 0
    · rw [h0]; simp
    · have e : a j = b i := mul_left_cancel₀ h0 (h.trans (mul_comm _ _))
      rw [e, mul_comm]
  unfold fill
  calc U * diagonal (fun k => f (a k)) * Uᵀ
      = V * (Vᵀ * U * diagonal (fun k => f (a k))) * Uᵀ := by
        simp only [← Matrix.mul_assoc, hVV, Matrix.one_mul]
    _ = V * diagonal (fun k => f (b k)) * Vᵀ := by
        rw [hW']
        simp only [Matrix.mul_assoc, hUU, Matrix.mul_one]
```

`orbitalBasis` turns symmetry into an orbital basis: the unitary eigenvector matrix is orthogonal over ℝ, and the eigenvector equation holds column by column.

```lean
/-- The eigenvectors and eigenvalues used in `density` form an orbital basis of `H`. -/
theorem orbitalBasis {H : Matrix n n ℝ} (hH : H.IsHermitian) :
    IsOrbitalBasis H (hH.eigenvectorUnitary : Matrix n n ℝ) hH.eigenvalues := by
  constructor
  · have h := mem_unitaryGroup_iff'.mp hH.eigenvectorUnitary.2
    rwa [star_eq_conjTranspose, conjTranspose_eq_transpose_of_trivial] at h
  · ext i j
    have h := congrFun (hH.mulVec_eigenvectorBasis j) i
    rw [mul_diagonal, Matrix.mul_apply]
    simp only [IsHermitian.eigenvectorUnitary_apply]
    exact h.trans (mul_comm _ _)
```

For bipartite A and diagonal D, an orbital basis (C, ε) of A + D yields one of A − D:

(SC)ᵀ(SC) = CᵀS²C = 1,  (A − D)SC = −S(A + D)S²C = SC diag(−ε).

`pairing` proves these two equations as the fields `orth` and `eig`.

```lean
/-- If `(C, ε)` is an orbital basis of `A + D`, then `(S C, -ε)` is one of `A - D`. -/
theorem pairing {c : n → Bool} {A C : Matrix n n ℝ} {d ε : n → ℝ} (hc : IsBipartite c A)
    (h : IsOrbitalBasis (A + diagonal d) C ε) :
    IsOrbitalBasis (A - diagonal d) (parity c * C) (fun k => -ε k) := by
  have hS : parity c * parity c = 1 := by simp [parity, diagonal_mul_diagonal, sgn_mul]
  have hT : (parity c)ᵀ = parity c := diagonal_transpose _
  constructor
  · rw [transpose_mul, hT, Matrix.mul_assoc, ← Matrix.mul_assoc (parity c), hS,
      Matrix.one_mul, h.orth]
  · rw [parity_conj hc d]
    calc -(parity c * (A + diagonal d) * parity c) * (parity c * C)
        = -(parity c * ((A + diagonal d) * (parity c * parity c * C))) := by
          simp only [Matrix.neg_mul, Matrix.mul_assoc]
      _ = -(parity c * C * diagonal ε) := by
          rw [hS, Matrix.one_mul, h.eig, Matrix.mul_assoc]
      _ = parity c * C * diagonal (fun k => -ε k) := by
          ext i j
          simp only [Matrix.neg_apply, mul_diagonal]
          ring
```

Without symmetry `density` is undefined, since it takes the proof `hH` as an argument: the bipartite matrix with A_01 = 1, A_10 = −1 has eigenvalues ±i. `parity_conj` itself assumes no symmetry.

## Complementary occupation of paired levels

The condition f(ε_k) + f(−ε_k) = 2 for every level of A + D says that the paired level holds as many electrons as the original has holes. Now let A be symmetric and bipartite and D diagonal, and let P and Q be the densities of A + D and A − D for such an f. By basis independence Q may be computed from (SC, −ε):

Q = SC diag(2 − f(ε)) CᵀS = 2 S CCᵀ S − SPS = 2·1 − SPS,

Q_rs = 2δ_rs − σ_r σ_s P_rs,

with δ the Kronecker symbol. In `density_parity` the condition is `hf`; `hD` writes it as a matrix equation, `gen` performs the multiplication with `hCC` and `hS`, and `M` uses `fill_unique` to pass from Mathlib's eigenvectors of A − D to SC. With f = 0 the condition fails and P_rr + Q_rr = 0.

```lean
/-- If `f ε + f (-ε) = 2` for every level `ε` of `A + D`, the density matrices `P` of `A + D` and
`Q` of `A - D` obey `Q_rs = 2 δ_rs - P_rs` for equal and `2 δ_rs + P_rs` for opposite colours. -/
theorem density_parity {c : n → Bool} {A : Matrix n n ℝ} {d : n → ℝ} (f : ℝ → ℝ)
    (hc : IsBipartite c A) (hp : (A + diagonal d).IsHermitian)
    (hm : (A - diagonal d).IsHermitian)
    (hf : ∀ k, f (hp.eigenvalues k) + f (-hp.eigenvalues k) = 2) (r s : n) :
    density f hm r s =
      (if r = s then 2 else 0) - (if c r = c s then 1 else -1) * density f hp r s := by
  have hS : parity c * parity c = 1 := by simp [parity, diagonal_mul_diagonal, sgn_mul]
  have hT : (parity c)ᵀ = parity c := diagonal_transpose _
  have gen : ∀ (C : Matrix n n ℝ) (ε : n → ℝ), Cᵀ * C = 1 →
      (∀ k, f (ε k) + f (-ε k) = 2) → fill f (parity c * C) (fun k => -ε k) =
        (2 : ℝ) • (1 : Matrix n n ℝ) - parity c * fill f C ε * parity c := by
    intro C ε hC hε
    have hCC : C * Cᵀ = 1 := mul_eq_one_comm.mp hC
    -- the paired level holds the holes of the original level
    have hD : diagonal (fun k => f (-ε k)) =
        (2 : ℝ) • (1 : Matrix n n ℝ) - diagonal (fun k => f (ε k)) := by
      ext i j
      by_cases h : i = j
      · subst h
        simp
        linarith [hε i]
      · simp [h]
    simp only [fill]
    rw [hD, transpose_mul, hT]
    calc _ = (2 : ℝ) • (parity c * (C * Cᵀ) * parity c) -
          parity c * (C * diagonal (fun k => f (ε k)) * Cᵀ) * parity c := by
          simp only [Matrix.mul_sub, Matrix.sub_mul, Matrix.mul_smul, Matrix.smul_mul,
            Matrix.mul_one, Matrix.mul_assoc]
      _ = _ := by rw [hCC, Matrix.mul_one, hS]
  have M : density f hm =
      (2 : ℝ) • (1 : Matrix n n ℝ) - parity c * density f hp * parity c :=
    (fill_unique f (orbitalBasis hm) (pairing hc (orbitalBasis hp))).trans
      (gen _ _ (orbitalBasis hp).orth hf)
  rw [M, ← sgn_mul c r s]
  simp only [Matrix.sub_apply, Matrix.smul_apply, parity, mul_diagonal, diagonal_mul,
    Matrix.one_apply, smul_eq_mul]
  split_ifs <;> ring
```

## Invertible A + D

Invertibility means that no level lies at E = α. It acts twice. First, A − D = −S(A + D)S is then minus a product of invertible matrices. Second, taking determinants in (A + D)C = C diag(ε) gives

det(A + D) · det C = det C · ∏_k ε_k,

and det C ≠ 0 because det Cᵀ · det C = 1, so no ε_k vanishes. Exactly one of ε_k and −ε_k is then positive, and the aufbau occupations add to 2. The entrywise formula gives the three relations for r = s, for opposite colours and for distinct atoms of equal colour.

`heteroatom_parity` assumes `hA`, `hc` and `hu`, where `IsUnit` means invertible, and concludes the four claims of the opening. The determinant argument is `hne`, the sign split is `hf`, `key` is the entrywise formula, and `(hSu.mul hu).mul hSu` is the product.

```lean
/-- For real symmetric bipartite `A` and diagonal `D` with `A + D` invertible, `A - D` is
invertible and the doubled positive projectors obey `P_rr + Q_rr = 2`, `P_rs = Q_rs` for
opposite colours and `Q_rs = -P_rs` for distinct atoms of equal colour. -/
theorem heteroatom_parity {c : n → Bool} {A : Matrix n n ℝ} (d : n → ℝ) (hA : A.IsHermitian)
    (hc : IsBipartite c A) (hu : IsUnit (A + diagonal d)) :
    let P := density aufbau (hA.add (isHermitian_diagonal d))
    let Q := density aufbau (hA.sub (isHermitian_diagonal d))
    IsUnit (A - diagonal d) ∧ (∀ r, P r r + Q r r = 2) ∧
      (∀ r s, c r ≠ c s → P r s = Q r s) ∧
      (∀ r s, r ≠ s → c r = c s → Q r s = -P r s) := by
  intro P Q
  have hS : parity c * parity c = 1 := by simp [parity, diagonal_mul_diagonal, sgn_mul]
  have hSu : IsUnit (parity c) := ⟨⟨parity c, parity c, hS, hS⟩, rfl⟩
  have hp := hA.add (isHermitian_diagonal d)
  -- invertibility excludes zero levels
  have hne : ∀ k, hp.eigenvalues k ≠ 0 := by
    intro k hk
    have h0 : ∏ i, hp.eigenvalues i = 0 := Finset.prod_eq_zero (Finset.mem_univ k) hk
    have h1 := congrArg det (orbitalBasis hp).eig
    have h2 := congrArg det (orbitalBasis hp).orth
    rw [det_mul, det_mul, det_diagonal, h0, mul_zero] at h1
    rw [det_mul, det_one] at h2
    rcases mul_eq_zero.mp h1 with h | h
    · exact ((isUnit_iff_isUnit_det _).mp hu).ne_zero h
    · rw [h, mul_zero] at h2
      exact zero_ne_one h2
  have hf : ∀ k, aufbau (hp.eigenvalues k) + aufbau (-hp.eigenvalues k) = 2 := by
    intro k
    unfold aufbau
    rcases lt_or_gt_of_ne (hne k) with h | h
    · rw [if_neg (by linarith), if_pos (by linarith), zero_add]
    · rw [if_pos h, if_neg (by linarith), add_zero]
  have key : ∀ r s, Q r s =
      (if r = s then 2 else 0) - (if c r = c s then 1 else -1) * P r s :=
    density_parity aufbau hc hp (hA.sub (isHermitian_diagonal d)) hf
  refine ⟨?_, fun r => ?_, fun r s h => ?_, fun r s h h' => ?_⟩
  · rw [parity_conj hc d]
    exact ((hSu.mul hu).mul hSu).neg
  · rw [key, if_pos rfl, if_pos rfl]; ring
  · have hrs : r ≠ s := fun e => h (by rw [e])
    rw [key, if_neg hrs, if_neg h]; ring
  · rw [key, if_neg h, if_pos h']; ring
```

A zero level stays empty in both molecules. For the allyl chain 0–1–2 with unit couplings and D = 0, the levels are √2, 0, −√2 and the occupied orbital is (1/2, 1/√2, 1/2), so P_rr + Q_rr equals 1, 2, 1.

## Thermal occupation, vanishing shifts and two atoms

The Fermi–Dirac function is complementary at every real x. With y = exp(−βx),

f(x) + f(−x) = 2/(1 + y) + 2y/(1 + y) = 2,

and f(0) = 1, so `fermi_parity` needs no invertibility, but A must still be symmetric and bipartite. It states the diagonal and opposite-colour relations for any real β, at fixed chemical potential and not at fixed electron number. The proof clears denominators and uses exp(−βx) exp(βx) = 1.

```lean
/-- With Fermi-Dirac occupation at any `β`, the density matrices of `A + D` and `A - D` obey
`P_rr + Q_rr = 2` and `P_rs = Q_rs` for opposite colours. -/
theorem fermi_parity {c : n → Bool} {A : Matrix n n ℝ} (d : n → ℝ) (β : ℝ)
    (hA : A.IsHermitian) (hc : IsBipartite c A) :
    let P := density (fermi β) (hA.add (isHermitian_diagonal d))
    let Q := density (fermi β) (hA.sub (isHermitian_diagonal d))
    (∀ r, P r r + Q r r = 2) ∧ (∀ r s, c r ≠ c s → P r s = Q r s) := by
  intro P Q
  have hf : ∀ x, fermi β x + fermi β (-x) = 2 := by
    intro x
    have h : Real.exp (-(β * x)) * Real.exp (-(β * -x)) = 1 := by
      have e : -(β * x) + -(β * -x) = 0 := by ring
      rw [← Real.exp_add, e, Real.exp_zero]
    have h1 : 1 + Real.exp (-(β * x)) ≠ 0 := by positivity
    have h2 : 1 + Real.exp (-(β * -x)) ≠ 0 := by positivity
    unfold fermi
    rw [div_add_div _ _ h1 h2, div_eq_iff (mul_ne_zero h1 h2)]
    linear_combination (-2) * h
  have key : ∀ r s, Q r s =
      (if r = s then 2 else 0) - (if c r = c s then 1 else -1) * P r s :=
    density_parity (fermi β) hc _ _ (fun k => hf _)
  refine ⟨fun r => ?_, fun r s h => ?_⟩
  · rw [key, if_pos rfl, if_pos rfl]; ring
  · have hrs : r ≠ s := fun e => h (by rw [e])
    rw [key, if_neg hrs, if_neg h]; ring
```

For D = 0, P = Q, so 2P_rr = 2 and P_rs = −P_rs for distinct atoms of equal colour. `coulson_rushbrooke` concludes unit populations and those vanishing entries for invertible A, with `e1` and `e2` identifying both densities with that of A. This is the case without non-bonding levels. Neutral alternants whose non-bonding levels are each singly occupied, such as the allyl radical, also fall under the usual Coulson–Rushbrooke statement but are excluded by `hu`.

```lean
/-- For invertible symmetric bipartite `A` the doubled positive projector has unit diagonal and
vanishes between distinct atoms of equal colour. -/
theorem coulson_rushbrooke {c : n → Bool} {A : Matrix n n ℝ} (hA : A.IsHermitian)
    (hc : IsBipartite c A) (hu : IsUnit A) :
    (∀ r, density aufbau hA r r = 1) ∧
      (∀ r s, r ≠ s → c r = c s → density aufbau hA r s = 0) := by
  have key : ∀ (H : Matrix n n ℝ) (hH : H.IsHermitian), H = A →
      density aufbau hH = density aufbau hA := by
    intro H hH e
    subst e
    rfl
  have e1 := key _ (hA.add (isHermitian_diagonal (fun _ => 0))) (by simp)
  have e2 := key _ (hA.sub (isHermitian_diagonal (fun _ => 0))) (by simp)
  obtain ⟨-, h1, -, h2⟩ := heteroatom_parity (fun _ => 0) hA hc (by simpa using hu)
  rw [e1, e2] at h1 h2
  exact ⟨fun r => by linarith [h1 r], fun r s h h' => by linarith [h2 r s h h']⟩
```

The smallest bonded case has atoms 0 and 1 of opposite colour, A_01 = A_10 = 1 and d = (1, 0). `heteroatom_parity_witness` verifies symmetry, bipartiteness and invertibility, the last from det(A + D) = −1. The levels are (1 ± √5)/2 for A + D and (−1 ± √5)/2 for A − D, one positive in each, and

P_00 = Q_11 = 1 + 1/√5,  P_11 = Q_00 = 1 − 1/√5,  P_01 = Q_01 = 2/√5.

```lean
/-- Two bonded atoms of opposite colour with a shift on the first meet all hypotheses. -/
theorem heteroatom_parity_witness :
    (!![0, 1; 1, 0] : Matrix (Fin 2) (Fin 2) ℝ).IsHermitian ∧
      IsBipartite ![true, false] !![0, 1; 1, 0] ∧
      IsUnit ((!![0, 1; 1, 0] : Matrix (Fin 2) (Fin 2) ℝ) + diagonal ![1, 0]) := by
  refine ⟨?_, ?_, ?_⟩
  · ext i j
    fin_cases i <;> fin_cases j <;> simp [conjTranspose_apply]
  · intro r s
    fin_cases r <;> fin_cases s <;> simp
  · rw [isUnit_iff_isUnit_det, det_fin_two]
    simp

end

end HeteroatomParity
```

```lean
#print axioms HeteroatomParity.heteroatom_parity
#print axioms HeteroatomParity.fermi_parity
#print axioms HeteroatomParity.coulson_rushbrooke
```

```
'HeteroatomParity.heteroatom_parity' depends on axioms: [propext, Classical.choice, Quot.sound]
'HeteroatomParity.fermi_parity' depends on axioms: [propext, Classical.choice, Quot.sound]
'HeteroatomParity.coulson_rushbrooke' depends on axioms: [propext, Classical.choice, Quot.sound]
```
